# Every real symmetric traceless quadrupole comes from four point charges with no net charge or dipole, and three are not always enough

A set of point charges is represented here by a numbered list: real charges $q_0,\dots,q_{n-1}$ and positions $r_0,\dots,r_{n-1}$ in $\mathbb R^3$. The list may contain zero charges, and two charges may sit at the same point, so a statement about $n$ charges covers arrangements with fewer.

For such lists, every real symmetric traceless $3\times3$ matrix $A$ is the quadrupole moment of four charges $+1,+1,-1,-1$ whose total charge and dipole vanish. No three charges with vanishing total charge and dipole have the quadrupole $A=\mathrm{diag}(1,-1,0)$. In a fixed-point-charge simulation model, four sites can therefore supply a prescribed quadrupole without adding a monopole or dipole, although the hexadecapole and higher even moments are not controlled.

```lean
import Mathlib

open Matrix

namespace QuadrupoleByPointCharges

noncomputable section
```

## Charge, dipole and quadrupole as finite sums

A unit charge at $w$ has the traceless quadrupole
$$Q(w)=3ww^{T}-|w|^2I .$$
There is no prefactor $\tfrac12$, and units are dimensionless. In Lean, `vecMulVec w w` is $ww^T$ and `w ⬝ᵥ w` is $|w|^2$.

```lean
/-- The traceless quadrupole matrix `3 w wᵀ - |w|² I` of a unit charge at `w`. -/
def pointQuadrupole (w : Fin 3 → ℝ) : Matrix (Fin 3) (Fin 3) ℝ :=
  (3 : ℝ) • vecMulVec w w - (w ⬝ᵥ w) • (1 : Matrix (Fin 3) (Fin 3) ℝ)
```

The total charge is $\sum_i q_i$.

```lean
/-- The total charge of `n` point charges. -/
def totalCharge {n : ℕ} (q : Fin n → ℝ) : ℝ := ∑ i, q i
```

The dipole is $\sum_i q_i r_i$, taken about the coordinate origin.

```lean
/-- The dipole moment of charges `q i` at the points `r i`. -/
def dipole {n : ℕ} (q : Fin n → ℝ) (r : Fin n → Fin 3 → ℝ) : Fin 3 → ℝ :=
  ∑ i, q i • r i
```

The quadrupole is $\sum_i q_iQ(r_i)$, about the same origin.

```lean
/-- The traceless quadrupole moment of charges `q i` at the points `r i`. -/
def quadrupole {n : ℕ} (q : Fin n → ℝ) (r : Fin n → Fin 3 → ℝ) :
    Matrix (Fin 3) (Fin 3) ℝ :=
  ∑ i, q i • pointQuadrupole (r i)
```

The predicate `Realises q r A` collects the three requirements: zero total charge, zero dipole, and quadrupole equal to $A$.

```lean
/-- The charges have zero total charge, zero dipole and quadrupole moment `A`. -/
def Realises {n : ℕ} (q : Fin n → ℝ) (r : Fin n → Fin 3 → ℝ)
    (A : Matrix (Fin 3) (Fin 3) ℝ) : Prop :=
  totalCharge q = 0 ∧ dipole q r = 0 ∧ quadrupole q r = A
```

In components,
$$Q(w)_{ij}=3w_iw_j-(w_0^2+w_1^2+w_2^2)\,\delta_{ij},$$
where the entry `1 i j` of the identity matrix plays the part of $\delta_{ij}$.

```lean
/-- The quadrupole of a unit charge in Cartesian components. -/
theorem pointQuadrupole_apply (w : Fin 3 → ℝ) (i j : Fin 3) :
    pointQuadrupole w i j = 3 * w i * w j
      - (w 0 ^ 2 + w 1 ^ 2 + w 2 ^ 2) * (1 : Matrix (Fin 3) (Fin 3) ℝ) i j := by
  simp only [pointQuadrupole, Matrix.sub_apply, Matrix.smul_apply, vecMulVec_apply,
    smul_eq_mul, dotProduct, Fin.sum_univ_three]
  ring
```

Each term is quadratic in $w$, so $Q(-w)=Q(w)$.

```lean
/-- Reflecting a charge through the origin leaves its quadrupole unchanged. -/
theorem pointQuadrupole_neg (w : Fin 3 → ℝ) :
    pointQuadrupole (-w) = pointQuadrupole w := by
  ext i j
  simp only [pointQuadrupole_apply, Pi.neg_apply]
  ring
```

## Principal axes in increasing order

A real symmetric $A$ has orthonormal eigenvectors $v_0,v_1,v_2$ with eigenvalues that can be numbered so that $l_0\le l_1\le l_2$. If $U$ has the $v_k$ as columns, orthonormality says $U^TU=I$. For a square matrix this gives $UU^T=I$, which is the completeness relation
$$\sum_k v_kv_k^T=I .$$
Multiplying by $A$ and using $Av_k=l_kv_k$ gives
$$A=\sum_k l_k v_kv_k^T .$$

The Lean proof takes the eigenvectors from Mathlib's spectral theorem, sorts the eigenvalues with a permutation `σ`, and then follows these same steps.

```lean
/-- A real symmetric matrix has a complete orthonormal set of principal axes,
which can be numbered by increasing principal value. -/
theorem principal_axes (A : Matrix (Fin 3) (Fin 3) ℝ) (hA : A.IsSymm) :
    ∃ (l : Fin 3 → ℝ) (v : Fin 3 → Fin 3 → ℝ), Monotone l ∧
      (∀ j k, v j ⬝ᵥ v k = if j = k then 1 else 0) ∧
      ∑ k, vecMulVec (v k) (v k) = 1 ∧
      A = ∑ k, l k • vecMulVec (v k) (v k) := by
  have hH : A.IsHermitian := by
    rw [Matrix.IsHermitian, Matrix.conjTranspose_eq_transpose_of_trivial]
    exact hA
  obtain ⟨σ, hσ⟩ : ∃ σ : Equiv.Perm (Fin 3), Monotone (hH.eigenvalues ∘ σ) :=
    ⟨_, Tuple.monotone_sort _⟩
  let v : Fin 3 → Fin 3 → ℝ := fun k i => (hH.eigenvectorBasis (σ k)).ofLp i
  have hv : ∀ j k, v j ⬝ᵥ v k = if j = k then 1 else 0 := by
    intro j k
    have h := orthonormal_iff_ite.mp
      (hH.eigenvectorBasis.orthonormal.comp σ σ.injective) j k
    rw [PiLp.inner_apply] at h
    change ∑ i, v j i * v k i = _
    refine (Finset.sum_congr rfl fun i _ => ?_).trans h
    simp [v, mul_comm]
  have he : ∀ k, A *ᵥ v k = hH.eigenvalues (σ k) • v k :=
    fun k => hH.mulVec_eigenvectorBasis (σ k)
  -- orthonormal columns of a square matrix are complete
  let U : Matrix (Fin 3) (Fin 3) ℝ := Matrix.of fun i k => v k i
  have hU : Uᵀ * U = 1 := by
    ext j k
    rw [Matrix.one_apply, ← hv j k]
    rfl
  have hU' : U * Uᵀ = 1 := mul_eq_one_comm.mp hU
  have hc : ∑ k, vecMulVec (v k) (v k) = 1 := by
    rw [← hU']
    ext i j
    simp [U, Matrix.sum_apply, vecMulVec_apply, Matrix.mul_apply]
  refine ⟨hH.eigenvalues ∘ σ, v, hσ, hv, hc, ?_⟩
  calc A = A * ∑ k, vecMulVec (v k) (v k) := by rw [hc, mul_one]
    _ = ∑ k, (hH.eigenvalues ∘ σ) k • vecMulVec (v k) (v k) := by
      rw [Finset.mul_sum]
      refine Finset.sum_congr rfl fun k _ => ?_
      rw [Matrix.mul_vecMulVec, he]
      ext i j
      simp [vecMulVec_apply, mul_assoc]
```

## Two opposite pairs centred on the origin

Put charges $+1$ at $\pm a$ and $-1$ at $\pm b$. The total charge is $1+1-1-1=0$, and the dipole is $a-a-b+b=0$. Since $Q$ is even,
$$Q(a)+Q(-a)-Q(b)-Q(-b)=2\bigl(Q(a)-Q(b)\bigr).$$

```lean
/-- Unit charges at `a` and `-a` with opposite unit charges at `b` and `-b` have no
total charge and no dipole, and their quadrupole is twice the difference of those
of unit charges at `a` and `b`. -/
theorem four_charges (a b : Fin 3 → ℝ) :
    Realises ![1, 1, -1, -1] ![a, -a, b, -b]
      ((2 : ℝ) • (pointQuadrupole a - pointQuadrupole b)) := by
  refine ⟨?_, ?_, ?_⟩
  · rw [totalCharge, Fin.sum_univ_four]
    change (1 : ℝ) + 1 + (-1) + (-1) = 0
    norm_num
  · rw [dipole, Fin.sum_univ_four]
    change (1 : ℝ) • a + (1 : ℝ) • (-a) + (-1 : ℝ) • b + (-1 : ℝ) • (-b) = 0
    module
  · rw [quadrupole, Fin.sum_univ_four]
    change (1 : ℝ) • pointQuadrupole a + (1 : ℝ) • pointQuadrupole (-a)
      + (-1 : ℝ) • pointQuadrupole b + (-1 : ℝ) • pointQuadrupole (-b) = _
    rw [pointQuadrupole_neg, pointQuadrupole_neg]
    module
```

It remains to choose $a$ and $b$. Take
$$a=s\,v_2,\quad s^2=\frac{l_2-l_1}{6},\qquad b=t\,v_0,\quad t^2=\frac{l_1-l_0}{6}.$$
The ordering makes both right-hand sides non-negative, so real $s$ and $t$ exist, and $a\cdot b=0$ because $v_2\perp v_0$. Then
$$2\bigl(Q(a)-Q(b)\bigr)=(l_2-l_1)v_2v_2^T-(l_1-l_0)v_0v_0^T-2(s^2-t^2)I .$$
Zero trace means $l_0+l_1+l_2=0$, hence
$$-2(s^2-t^2)=-\frac{l_0+l_2-2l_1}{3}=l_1 .$$
Replacing $I$ by $\sum_k v_kv_k^T$ in the last term leaves
$$l_2v_2v_2^T+l_1v_1v_1^T+l_0v_0v_0^T=A .$$

The theorem takes symmetry as `A.IsSymm` and tracelessness as `A.trace = 0`. In its proof, `hsum` is the trace condition on the eigenvalues, and the long `linear_combination` performs the matrix calculation entry by entry. When eigenvalues coincide, $a$ or $b$ may be zero, and the corresponding pair then sits at the origin.

```lean
/-- Every real symmetric traceless matrix is the quadrupole moment of four charges
`+1, +1, -1, -1` at `a, -a, b, -b` with `a` orthogonal to `b`, whose total charge and
dipole vanish. -/
theorem exists_four_charges (A : Matrix (Fin 3) (Fin 3) ℝ) (hA : A.IsSymm)
    (htr : A.trace = 0) :
    ∃ a b : Fin 3 → ℝ, a ⬝ᵥ b = 0 ∧
      Realises ![1, 1, -1, -1] ![a, -a, b, -b] A := by
  obtain ⟨l, v, hl, hv, hc, hd⟩ := principal_axes A hA
  have hsum : l 0 + l 1 + l 2 = 0 := by
    rw [hd] at htr
    simpa [Matrix.trace_sum, Matrix.trace_smul, Matrix.trace_vecMulVec, hv,
      Fin.sum_univ_three] using htr
  have h01 : l 0 ≤ l 1 := hl (by decide)
  have h12 : l 1 ≤ l 2 := hl (by decide)
  -- the distances are fixed by the gaps to the middle principal value
  obtain ⟨s, hs⟩ : ∃ s : ℝ, s ^ 2 = (l 2 - l 1) / 6 :=
    ⟨_, Real.sq_sqrt (by linarith)⟩
  obtain ⟨t, ht⟩ : ∃ t : ℝ, t ^ 2 = (l 1 - l 0) / 6 :=
    ⟨_, Real.sq_sqrt (by linarith)⟩
  have hn : ∀ (x : ℝ) (k : Fin 3), (x • v k) ⬝ᵥ (x • v k) = x ^ 2 := by
    intro x k
    rw [smul_dotProduct, dotProduct_smul, hv]
    simp [pow_two]
  refine ⟨s • v 2, t • v 0, by simp [hv], ?_⟩
  have h4 := four_charges (s • v 2) (t • v 0)
  have hE : (2 : ℝ) • (pointQuadrupole (s • v 2) - pointQuadrupole (t • v 0)) = A := by
    ext i j
    have hc' := congrArg (fun M : Matrix (Fin 3) (Fin 3) ℝ => M i j) hc
    have hd' := congrArg (fun M : Matrix (Fin 3) (Fin 3) ℝ => M i j) hd
    simp only [Fin.sum_univ_three, Matrix.add_apply, Matrix.smul_apply,
      vecMulVec_apply, smul_eq_mul] at hc' hd'
    simp only [pointQuadrupole, hn, Matrix.sub_apply, Matrix.smul_apply,
      vecMulVec_apply, Pi.smul_apply, smul_eq_mul]
    linear_combination
      (6 * v 2 i * v 2 j - 2 * (1 : Matrix (Fin 3) (Fin 3) ℝ) i j) * hs
      + (-6 * v 0 i * v 0 j + 2 * (1 : Matrix (Fin 3) (Fin 3) ℝ) i j) * ht
      - hd' - l 1 * hc' - ((1 : Matrix (Fin 3) (Fin 3) ℝ) i j / 3) * hsum
  rw [hE] at h4
  exact h4
```

Both hypotheses on $A$ are needed, as a short calculation by hand shows. Every $Q(w)$ has trace $3|w|^2-3|w|^2=0$, so no set of charges has quadrupole $I$, which is symmetric but has trace $3$. Every $Q(w)$ is also symmetric, so the traceless matrix whose only non-zero entry is a $1$ in row $0$, column $1$ is equally out of reach.

## Three charges with no net charge or dipole give only axial quadrupoles

Suppose three charges have zero total charge and zero dipole. Eliminating $q_0=-q_1-q_2$ from the dipole condition gives
$$q_1(r_1-r_0)+q_2(r_2-r_0)=0 .$$

If $q_1=0$, then $q_2(r_2-r_0)=0$. The two remaining charges are either zero or coincident and opposite, so the quadrupole vanishes.

If $q_1\ne0$, set $m=q_2/q_1$ and $d=r_2-r_0$. Then $r_1=r_0-md$, and the three points lie on a line, or coincide if $d=0$. With no charge and no dipole, the quadrupole does not depend on the origin, so it may be computed about $r_0$:
$$q_1Q(-md)+q_2Q(d)=(q_1m^2+q_2)Q(d)=(q_2+mq_2)Q(d).$$
In both cases the result has the form $c\,Q(w)$, which is symmetric about the axis $w$ when it is non-zero.

Conversely, charges $c/2,-c,c/2$ at $w,0,-w$ have no total charge and no dipole, and their quadrupole is $c\,Q(w)$.

The equivalence below states both directions. Its forward half splits on `q 1 = 0` as above; there `ring` confirms the collinear case directly in the original coordinates, without moving the origin.

```lean
/-- Three charges with vanishing total charge and dipole realise exactly the multiples
of the quadrupole of a single point charge. -/
theorem three_charges_iff (A : Matrix (Fin 3) (Fin 3) ℝ) :
    (∃ (q : Fin 3 → ℝ) (r : Fin 3 → Fin 3 → ℝ), Realises q r A) ↔
      ∃ (c : ℝ) (w : Fin 3 → ℝ), A = c • pointQuadrupole w := by
  constructor
  · rintro ⟨q, r, h0, h1, rfl⟩
    rw [totalCharge, Fin.sum_univ_three] at h0
    have hp : ∀ k, q 0 * r 0 k + q 1 * r 1 k + q 2 * r 2 k = 0 := by
      intro k
      have h := congrFun h1 k
      simpa [dipole, Fin.sum_univ_three] using h
    have hq0 : q 0 = -q 1 - q 2 := by linear_combination h0
    by_cases hq : q 1 = 0
    · -- two charges without a dipole cancel each other
      have e : ∀ k, q 2 * (r 2 k - r 0 k) = 0 := fun k => by
        linear_combination hp k - r 0 k * h0 - (r 1 k - r 0 k) * hq
      refine ⟨0, 0, ?_⟩
      ext i j
      simp only [quadrupole, Fin.sum_univ_three, Matrix.add_apply, Matrix.smul_apply,
        smul_eq_mul, pointQuadrupole_apply, hq0, hq]
      linear_combination 3 * (r 2 j * e i + r 0 i * e j)
        - (1 : Matrix (Fin 3) (Fin 3) ℝ) i j * ((r 2 0 + r 0 0) * e 0
          + (r 2 1 + r 0 1) * e 1 + (r 2 2 + r 0 2) * e 2)
    · -- otherwise the three charges lie on one line
      obtain ⟨m, hm⟩ : ∃ m, q 2 = m * q 1 := ⟨q 2 / q 1, by field_simp⟩
      have hr : ∀ k, r 1 k = r 0 k - m * (r 2 k - r 0 k) := fun k =>
        mul_left_cancel₀ hq (by
          linear_combination hp k - r 0 k * h0 - (r 2 k - r 0 k) * hm)
      refine ⟨q 2 + m * q 2, r 2 - r 0, ?_⟩
      ext i j
      simp only [quadrupole, Fin.sum_univ_three, Matrix.add_apply, Matrix.smul_apply,
        smul_eq_mul, pointQuadrupole_apply, Pi.sub_apply, hr, hq0, hm]
      ring
  · rintro ⟨c, w, rfl⟩
    refine ⟨![c / 2, -c, c / 2], ![w, 0, -w], ?_, ?_, ?_⟩
    · rw [totalCharge, Fin.sum_univ_three]
      change c / 2 + -c + c / 2 = 0
      ring
    · rw [dipole, Fin.sum_univ_three]
      change (c / 2) • w + (-c) • (0 : Fin 3 → ℝ) + (c / 2) • (-w) = 0
      module
    · have hz : pointQuadrupole 0 = 0 := by
        ext i j
        simp [pointQuadrupole_apply]
      rw [quadrupole, Fin.sum_univ_three]
      change (c / 2) • pointQuadrupole w + (-c) • pointQuadrupole 0
        + (c / 2) • pointQuadrupole (-w) = _
      rw [pointQuadrupole_neg, hz]
      module
```

## The matrix diag(1, −1, 0) is not axial

Suppose $\mathrm{diag}(1,-1,0)=c\,Q(w)$. Differences of diagonal entries give
$$3c(w_0^2-w_2^2)=1,\qquad 3c(w_2^2-w_1^2)=1,$$
and the off-diagonal entries give $c\,w_iw_j=0$ for $i\ne j$. Multiply the first two equations. Every mixed product $c^2w_i^2w_j^2$ vanishes, and what remains is
$$-9(c\,w_2^2)^2=1,$$
which is impossible for real numbers.

In Lean, `P` and `R` are the two differences, `S` is the final equation, and `nlinarith` closes the proof from the non-negativity of the square.

```lean
/-- No three charges with vanishing total charge and dipole have the quadrupole moment
`diag(1, -1, 0)`. -/
theorem three_charges_insufficient :
    ¬ ∃ (q : Fin 3 → ℝ) (r : Fin 3 → Fin 3 → ℝ),
      Realises q r (Matrix.diagonal ![1, -1, 0]) := by
  rw [three_charges_iff]
  rintro ⟨c, w, h⟩
  have key : ∀ i j, (Matrix.diagonal ![1, -1, 0] : Matrix (Fin 3) (Fin 3) ℝ) i j
      = c * (3 * w i * w j - (w 0 ^ 2 + w 1 ^ 2 + w 2 ^ 2)
        * (1 : Matrix (Fin 3) (Fin 3) ℝ) i j) := fun i j => by
    rw [h, Matrix.smul_apply, pointQuadrupole_apply, smul_eq_mul]
  have h00 := key 0 0
  have h11 := key 1 1
  have h22 := key 2 2
  have h01 := key 0 1
  have h02 := key 0 2
  have h12 := key 1 2
  rw [Matrix.diagonal_apply_eq, Matrix.one_apply_eq] at h00 h11 h22
  rw [Matrix.diagonal_apply_ne _ (by decide), Matrix.one_apply_ne (by decide)]
    at h01 h02 h12
  change (1 : ℝ) = _ at h00
  change (-1 : ℝ) = _ at h11
  change (0 : ℝ) = _ at h22
  have P : 3 * c * (w 0 ^ 2 - w 2 ^ 2) = 1 := by linear_combination h22 - h00
  have R : 3 * c * (w 2 ^ 2 - w 1 ^ 2) = 1 := by linear_combination h11 - h22
  -- the product of the two gaps would make a square negative
  have S : 9 * (c * w 2 ^ 2) ^ 2 = -1 := by
    linear_combination -(3 * c * (w 2 ^ 2 - w 1 ^ 2)) * P - R
      - 3 * c * w 0 * w 2 * h02 + 3 * c * w 0 * w 1 * h01 - 3 * c * w 1 * w 2 * h12
  nlinarith [sq_nonneg (c * w 2 ^ 2)]

end

end QuadrupoleByPointCharges
```

```lean
#print axioms QuadrupoleByPointCharges.exists_four_charges
-- 'QuadrupoleByPointCharges.exists_four_charges' depends on axioms: [propext, Classical.choice, Quot.sound]
#print axioms QuadrupoleByPointCharges.three_charges_insufficient
-- 'QuadrupoleByPointCharges.three_charges_insufficient' depends on axioms: [propext, Classical.choice, Quot.sound]
```
